# Discarding an entrywise nonnegative Coulomb matrix cannot raise the lowest eigenvalue of a Fock matrix whose ground eigenvector is nonnegative

> I hold the density fixed, build a Fock matrix and set all two-electron integrals below a threshold to zero. Everything I throw away is positive repulsion, so I expected the lowest orbital energy to go down. But the discarded matrix can have zeros on its diagonal and positive numbers off it, and such a matrix has a negative eigenvalue. Can screening push the orbital energy up?

The model treats screening as a subtraction at fixed density: $F$ becomes $F-D$, where $D$ is the Coulomb matrix of the discarded integrals. Exchange, if present, is left unscreened. The lowest orbital energy can then go up in general, but not if $D$ has only nonnegative entries and the lowest orbital $c$ of $F$ has only nonnegative coefficients.

**Bounds on the shift.** Let $E$ and $E'$ be the lowest eigenvalues of the real symmetric matrices $F$ and $F-D$, with $Fc=Ec$ and $c^Tc=1$. Expanding a vector $x$ in orthonormal eigenvectors $u_k$ of a symmetric matrix $A$ with eigenvalues $\lambda_k\ge\lambda_{\min}$ gives

$$x^TAx=\sum_k\lambda_k(u_k^Tx)^2\ge\lambda_{\min}\,x^Tx .$$

With $A=F-D$ and $x=c$ this reads

$$E'\le c^T(F-D)c=E-c^TDc .$$

If $D_{ij}\ge0$ and $c_i\ge0$, every term of $c^TDc=\sum_{ij}c_iD_{ij}c_j$ is nonnegative, so $E'\le E$. One term with $D_{ij},c_i,c_j>0$ makes the drop strict.

For the other side, keep $D_{ij}\ge0$ and let every row sum of $D$ be at most $R$, a cap on the total discarded coupling of any one basis function. Since $2v_iv_j\le v_i^2+v_j^2$ and $D$ is symmetric,

$$v^TDv\le\tfrac12\sum_{ij}D_{ij}(v_i^2+v_j^2)=\sum_i v_i^2\sum_jD_{ij}\le R\,v^Tv .$$

For an eigenvector $v$ of $F-D$ with eigenvalue $E'$,

$$E'\,v^Tv=v^TFv-v^TDv\ge(E-R)\,v^Tv,$$

hence $E-R\le E'$.

With threshold $\tau\ge0$, nonnegative integrals $(ij|kl)$ and nonnegative density entries $P_{kl}$, each discarded element satisfies $D_{ij}\le\tau\sum_{kl}P_{kl}$. For $N$ basis functions, $R=N\tau\sum_{kl}P_{kl}$ therefore suffices.

**An orbital with coefficients of both signs.** Your suspicion is right for

$$F=\begin{pmatrix}0&a\\a&0\end{pmatrix},\quad D=\begin{pmatrix}0&d\\d&0\end{pmatrix},\quad 0<d<a .$$

The lowest orbital is $(1,-1)/\sqrt2$, and its energy rises from $-a$ to $-(a-d)$. The trap is to read "nonnegative entries" as "nonnegative quadratic form": here $c^TDc=-d$.

**What the Lean statements say.** `IsLowestEigenvalue A E` means that `E` has a nonzero eigenvector and no eigenvalue lies below it. `screening_lowers_energy` is the two-sided bound for a given `D`. In `threshold_screening`, `D` is computed as `coulomb (discarded τ g) P`, where `g i j k l` is $(ij|kl)$ and `h` is the rest of the Fock matrix, left unscreened. Integrals equal to `τ` are kept. The test compares `g i j k l` itself with `τ`, not its magnitude; the two agree here because the theorem assumes that every integral is nonnegative. This is a real restriction: integrals involving p functions, for example, can be negative.

The eigenvalue equation has no overlap matrix, so the basis is taken as orthonormal. Raw Gaussians obey $Fc=ESc$ with overlap matrix $S$, and orthonormalising them can spoil the signs assumed here; the Lean statements do not cover that generalised equation. Where the sign conditions hold, the result gives the sign of the shift in the lowest orbital energy, and a bound on its size, when the Coulomb matrix alone is screened at fixed density. Exchange enters the Fock matrix with a minus sign, so screening it as well adds a term that these bounds leave out. Nor do they cover a self-consistent total energy.

```lean
import Mathlib

open Matrix

namespace IntegralScreening

noncomputable section

variable {n : Type*} [Fintype n]

/-- `E` is the lowest eigenvalue of the real matrix `A`: it has an eigenvector, and no
eigenvalue of `A` lies below it. -/
def IsLowestEigenvalue (A : Matrix n n ℝ) (E : ℝ) : Prop :=
  (∃ v : n → ℝ, v ≠ 0 ∧ A *ᵥ v = E • v) ∧
    ∀ (μ : ℝ) (v : n → ℝ), v ≠ 0 → A *ᵥ v = μ • v → E ≤ μ

/-- The Coulomb matrix `J i j = ∑ P k l (i j | k l)` of the density matrix `P` for the
two-electron integrals `g i j k l = (i j | k l)`. -/
def coulomb (g : n → n → n → n → ℝ) (P : Matrix n n ℝ) : Matrix n n ℝ :=
  Matrix.of fun i j => ∑ k, ∑ l, P k l * g i j k l

/-- The integrals kept by screening: those below the threshold `τ` are set to zero. -/
def retained (τ : ℝ) (g : n → n → n → n → ℝ) (i j k l : n) : ℝ :=
  if g i j k l < τ then 0 else g i j k l

/-- The integrals thrown away by screening: those below the threshold `τ`. -/
def discarded (τ : ℝ) (g : n → n → n → n → ℝ) (i j k l : n) : ℝ :=
  if g i j k l < τ then g i j k l else 0

/-- Variational principle: the quadratic form of a real symmetric matrix is at least its lowest
eigenvalue times the squared length of the vector. -/
theorem lowest_le_rayleigh {A : Matrix n n ℝ} {E : ℝ} (hA : A.IsSymm)
    (hE : IsLowestEigenvalue A E) (x : n → ℝ) : E * (x ⬝ᵥ x) ≤ x ⬝ᵥ A *ᵥ x := by
  classical
  have hs : (A - E • (1 : Matrix n n ℝ)).IsSymm := hA.sub (Matrix.isSymm_one.smul E)
  have hB : (A - E • (1 : Matrix n n ℝ)).IsHermitian :=
    Matrix.IsHermitian.ext fun i j => by rw [star_trivial]; exact hs.apply i j
  -- the shifted matrix has no negative eigenvalue
  have hpsd : (A - E • (1 : Matrix n n ℝ)).PosSemidef := by
    refine hB.posSemidef_iff_eigenvalues_nonneg.mpr fun j => ?_
    have hv := hB.mulVec_eigenvectorBasis j
    rw [Matrix.sub_mulVec, Matrix.smul_mulVec, Matrix.one_mulVec] at hv
    have h := hE.2 (hB.eigenvalues j + E) (hB.eigenvectorBasis j).ofLp
      (fun h0 => hB.eigenvectorBasis.orthonormal.ne_zero j (by ext i; exact congrFun h0 i))
      (by rw [add_smul, ← hv, sub_add_cancel])
    show 0 ≤ hB.eigenvalues j
    linarith
  have h := hpsd.dotProduct_mulVec_nonneg x
  rw [star_trivial, Matrix.sub_mulVec, Matrix.smul_mulVec, Matrix.one_mulVec,
    dotProduct_sub, dotProduct_smul, smul_eq_mul] at h
  linarith

/-- The quadratic form of a symmetric, entrywise nonnegative matrix is at most any common
bound `R` on its row sums, times the squared length of the vector. -/
theorem quadratic_le_rowSum {D : Matrix n n ℝ} {R : ℝ} (hD : D.IsSymm)
    (hD0 : ∀ i j, 0 ≤ D i j) (hR : ∀ i, ∑ j, D i j ≤ R) (x : n → ℝ) :
    x ⬝ᵥ D *ᵥ x ≤ R * (x ⬝ᵥ x) := by
  have h1 : x ⬝ᵥ D *ᵥ x = ∑ i, ∑ j, D i j * (x i * x j) := by
    simp only [dotProduct, Matrix.mulVec, Finset.mul_sum]
    refine Finset.sum_congr rfl fun i _ => Finset.sum_congr rfl fun j _ => ?_
    ring
  have h2 : ∑ i, ∑ j, D i j * x i ^ 2 ≤ R * (x ⬝ᵥ x) := by
    rw [dotProduct, Finset.mul_sum]
    refine Finset.sum_le_sum fun i _ => ?_
    rw [← Finset.sum_mul, ← pow_two]
    exact mul_le_mul_of_nonneg_right (hR i) (sq_nonneg _)
  have h3 : ∑ i, ∑ j, D i j * x j ^ 2 = ∑ i, ∑ j, D i j * x i ^ 2 := by
    rw [Finset.sum_comm]
    refine Finset.sum_congr rfl fun i _ => Finset.sum_congr rfl fun j _ => ?_
    rw [hD.apply i j]
  -- 2 x y ≤ x² + y², weighted with the nonnegative entries
  have h4 : ∑ i, ∑ j, D i j * (x i * x j) ≤
      ∑ i, ∑ j, (1 / 2 * (D i j * x i ^ 2) + 1 / 2 * (D i j * x j ^ 2)) := by
    refine Finset.sum_le_sum fun i _ => Finset.sum_le_sum fun j _ => ?_
    nlinarith [mul_nonneg (hD0 i j) (sq_nonneg (x i - x j))]
  simp only [Finset.sum_add_distrib, ← Finset.mul_sum] at h4
  linarith

/-- For symmetric `F` and `D` and a unit eigenvector `c` of `F` with eigenvalue `E`, the lowest
eigenvalue of `F - D` is at most the first-order energy `E - cᵀ D c`. -/
theorem screened_le_first_order {F D : Matrix n n ℝ} {E E' : ℝ} {c : n → ℝ}
    (hF : F.IsSymm) (hD : D.IsSymm) (hc : c ⬝ᵥ c = 1) (hFc : F *ᵥ c = E • c)
    (hE' : IsLowestEigenvalue (F - D) E') : E' ≤ E - c ⬝ᵥ D *ᵥ c := by
  have h := lowest_le_rayleigh (hF.sub hD) hE' c
  rw [Matrix.sub_mulVec, dotProduct_sub, hFc, dotProduct_smul, smul_eq_mul, hc] at h
  linarith

/-- Let `F` be a symmetric Fock matrix with lowest eigenvalue `E` and a nonnegative unit eigenvector
`c` for `E`, and `D` a symmetric, entrywise nonnegative discarded repulsion with row sums at most
`R`. The lowest eigenvalue `E'` of `F - D` obeys `E - R ≤ E' ≤ E - cᵀ D c ≤ E`. -/
theorem screening_lowers_energy {F D : Matrix n n ℝ} {E E' R : ℝ} {c : n → ℝ}
    (hF : F.IsSymm) (hD : D.IsSymm) (hD0 : ∀ i j, 0 ≤ D i j) (hR : ∀ i, ∑ j, D i j ≤ R)
    (hE : IsLowestEigenvalue F E) (hc : c ⬝ᵥ c = 1) (hc0 : ∀ i, 0 ≤ c i)
    (hFc : F *ᵥ c = E • c) (hE' : IsLowestEigenvalue (F - D) E') :
    E - R ≤ E' ∧ E' ≤ E - c ⬝ᵥ D *ᵥ c ∧ E - c ⬝ᵥ D *ᵥ c ≤ E := by
  refine ⟨?_, screened_le_first_order hF hD hc hFc hE', ?_⟩
  · -- the screened ground vector is a trial vector for F
    obtain ⟨v, hv, hEv⟩ := hE'.1
    have hpos : 0 < v ⬝ᵥ v :=
      lt_of_le_of_ne (Finset.sum_nonneg fun i _ => mul_self_nonneg (v i))
        (Ne.symm (mt dotProduct_self_eq_zero.mp hv))
    have h1 := lowest_le_rayleigh hF hE v
    have h2 := quadratic_le_rowSum hD hD0 hR v
    have h3 : v ⬝ᵥ F *ᵥ v - v ⬝ᵥ D *ᵥ v = E' * (v ⬝ᵥ v) := by
      rw [← dotProduct_sub, ← Matrix.sub_mulVec, hEv, dotProduct_smul, smul_eq_mul]
    refine le_of_mul_le_mul_right ?_ hpos
    linarith [sub_mul E R (v ⬝ᵥ v)]
  · have h : 0 ≤ c ⬝ᵥ D *ᵥ c := Finset.sum_nonneg fun i _ =>
      mul_nonneg (hc0 i) (Finset.sum_nonneg fun j _ => mul_nonneg (hD0 i j) (hc0 j))
    linarith

/-- Let `c` be a nonnegative unit eigenvector of the symmetric `F` with eigenvalue `E`. If the
symmetric, entrywise nonnegative `D` has a positive entry between two basis functions of positive
weight in `c`, the lowest eigenvalue of `F - D` lies strictly below `E`. -/
theorem screening_strictly_lowers {F D : Matrix n n ℝ} {E E' : ℝ} {c : n → ℝ}
    (hF : F.IsSymm) (hD : D.IsSymm) (hD0 : ∀ i j, 0 ≤ D i j) (hc : c ⬝ᵥ c = 1)
    (hc0 : ∀ i, 0 ≤ c i) (hFc : F *ᵥ c = E • c) (hE' : IsLowestEigenvalue (F - D) E')
    {i j : n} (hij : 0 < D i j) (hi : 0 < c i) (hj : 0 < c j) : E' < E := by
  have h : 0 < c ⬝ᵥ D *ᵥ c := Finset.sum_pos'
    (fun k _ => mul_nonneg (hc0 k) (Finset.sum_nonneg fun l _ => mul_nonneg (hD0 k l) (hc0 l)))
    ⟨i, Finset.mem_univ i, mul_pos hi (Finset.sum_pos'
      (fun l _ => mul_nonneg (hD0 i l) (hc0 l)) ⟨j, Finset.mem_univ j, mul_pos hij hj⟩)⟩
  linarith [screened_le_first_order hF hD hc hFc hE']

/-- The Coulomb matrix of the retained integrals is the full one minus that of the discarded
integrals. -/
theorem coulomb_retained (τ : ℝ) (g : n → n → n → n → ℝ) (P : Matrix n n ℝ) :
    coulomb (retained τ g) P = coulomb g P - coulomb (discarded τ g) P := by
  ext i j
  simp only [coulomb, Matrix.of_apply, Matrix.sub_apply, ← Finset.sum_sub_distrib]
  refine Finset.sum_congr rfl fun k _ => Finset.sum_congr rfl fun l _ => ?_
  unfold retained discarded
  split_ifs <;> ring

/-- The Coulomb matrix is symmetric if the integrals are symmetric in their first two indices. -/
theorem coulomb_isSymm {g : n → n → n → n → ℝ} (hg : ∀ i j k l, g i j k l = g j i k l)
    (P : Matrix n n ℝ) : (coulomb g P).IsSymm :=
  Matrix.IsSymm.ext fun i j => Finset.sum_congr rfl fun k _ =>
    Finset.sum_congr rfl fun l _ => by rw [hg j i k l]

/-- Threshold screening at `τ ≥ 0` in the Fock matrix `h + J`, with `h` symmetric, nonnegative
integrals symmetric in the first index pair, a fixed entrywise nonnegative density `P` and a
nonnegative unit lowest eigenvector `c`: the lowest eigenvalue drops by at least `cᵀ D c ≥ 0`,
`D` being the discarded Coulomb matrix, and by at most (basis size) · `τ` · (sum of `P`). -/
theorem threshold_screening {h P : Matrix n n ℝ} {g : n → n → n → n → ℝ} {τ E E' : ℝ}
    {c : n → ℝ} (hh : h.IsSymm) (hg : ∀ i j k l, g i j k l = g j i k l)
    (hg0 : ∀ i j k l, 0 ≤ g i j k l) (hP : ∀ k l, 0 ≤ P k l) (hτ : 0 ≤ τ)
    (hE : IsLowestEigenvalue (h + coulomb g P) E) (hc : c ⬝ᵥ c = 1) (hc0 : ∀ i, 0 ≤ c i)
    (hFc : (h + coulomb g P) *ᵥ c = E • c)
    (hE' : IsLowestEigenvalue (h + coulomb (retained τ g) P) E') :
    E - Fintype.card n * (τ * ∑ k, ∑ l, P k l) ≤ E' ∧
      E' ≤ E - c ⬝ᵥ coulomb (discarded τ g) P *ᵥ c ∧
      E - c ⬝ᵥ coulomb (discarded τ g) P *ᵥ c ≤ E := by
  rw [coulomb_retained, ← add_sub_assoc] at hE'
  have hd : ∀ i j k l, discarded τ g i j k l = discarded τ g j i k l := fun i j k l => by
    unfold discarded
    rw [hg i j k l]
  have hd0 : ∀ i j k l, 0 ≤ discarded τ g i j k l := fun i j k l => by
    unfold discarded
    split_ifs
    · exact hg0 i j k l
    · exact le_rfl
  have hdτ : ∀ i j k l, discarded τ g i j k l ≤ τ := fun i j k l => by
    unfold discarded
    split_ifs with hlt
    · exact hlt.le
    · exact hτ
  -- each discarded matrix element is at most τ times the sum of the density entries
  have hent : ∀ i j, coulomb (discarded τ g) P i j ≤ τ * ∑ k, ∑ l, P k l := fun i j => by
    simp only [coulomb, Matrix.of_apply, Finset.mul_sum]
    refine Finset.sum_le_sum fun k _ => Finset.sum_le_sum fun l _ => ?_
    exact (mul_le_mul_of_nonneg_left (hdτ i j k l) (hP k l)).trans_eq (mul_comm _ _)
  refine screening_lowers_energy (hh.add (coulomb_isSymm hg P)) (coulomb_isSymm hd P)
    (fun i j => Finset.sum_nonneg fun k _ => Finset.sum_nonneg fun l _ =>
      mul_nonneg (hP k l) (hd0 i j k l)) (fun i => ?_) hE hc hc0 hFc hE'
  refine (Finset.sum_le_sum fun j _ => hent i j).trans_eq ?_
  rw [Finset.sum_const, Finset.card_univ, nsmul_eq_mul]

/-- The matrix of two basis functions with zero diagonal energies and coupling `a > 0` has lowest
eigenvalue `-a`. -/
theorem lowest_two_level {a : ℝ} (ha : 0 < a) :
    IsLowestEigenvalue !![0, a; a, 0] (-a) := by
  refine ⟨⟨![1, -1], fun h => by simpa using congrFun h 0, ?_⟩, fun μ v hv h => ?_⟩
  · ext i
    fin_cases i <;> simp [Matrix.mulVec, dotProduct, Fin.sum_univ_two]
  · by_contra hlt
    have hμ : μ < -a := not_le.mp hlt
    have h0 : a * v 1 = μ * v 0 := by
      simpa [Matrix.mulVec, dotProduct, Fin.sum_univ_two] using congrFun h 0
    have h1 : a * v 0 = μ * v 1 := by
      simpa [Matrix.mulVec, dotProduct, Fin.sum_univ_two] using congrFun h 1
    -- the sum and the difference of the two coefficients both vanish
    have hs : (μ - a) * (v 0 + v 1) = 0 := by linear_combination -h0 - h1
    have hd : (μ + a) * (v 0 - v 1) = 0 := by linear_combination -h0 + h1
    have hs' := (mul_eq_zero.mp hs).resolve_left (by linarith)
    have hd' := (mul_eq_zero.mp hd).resolve_left (by linarith)
    apply hv
    ext i
    fin_cases i
    · show v 0 = 0
      linarith
    · show v 1 = 0
      linarith

/-- Subtracting an entrywise nonnegative matrix can raise the lowest eigenvalue: for `0 < d < a`,
removing `d` from the coupling `a` of two basis functions with zero diagonal energies moves the
lowest eigenvalue from `-a` up to `-(a - d)`. -/
theorem screening_can_raise_energy {a d : ℝ} (hd : 0 < d) (hda : d < a) :
    IsLowestEigenvalue !![0, a; a, 0] (-a) ∧
      IsLowestEigenvalue (!![0, a; a, 0] - !![0, d; d, 0]) (-(a - d)) ∧ -a < -(a - d) := by
  have hsub : (!![0, a; a, 0] - !![0, d; d, 0] : Matrix (Fin 2) (Fin 2) ℝ) =
      !![0, a - d; a - d, 0] := by
    ext i j
    fin_cases i <;> fin_cases j <;> simp
  refine ⟨lowest_two_level (hd.trans hda), ?_, by linarith⟩
  rw [hsub]
  exact lowest_two_level (sub_pos.mpr hda)

end

end IntegralScreening
```

```lean
#print axioms IntegralScreening.screening_strictly_lowers
#print axioms IntegralScreening.threshold_screening
#print axioms IntegralScreening.screening_can_raise_energy
```

```
'IntegralScreening.screening_strictly_lowers' depends on axioms: [propext, Classical.choice, Quot.sound]
'IntegralScreening.threshold_screening' depends on axioms: [propext, Classical.choice, Quot.sound]
'IntegralScreening.screening_can_raise_energy' depends on axioms: [propext, Classical.choice, Quot.sound]
```

**From the eigenvalues to the variational bound.** `lowest_le_rayleigh` replaces the expansion in $u_k$ by a shift: it shows that $A-E\cdot 1$ is positive semidefinite. Mathlib's `posSemidef_iff_eigenvalues_nonneg` reduces this to the signs of the eigenvalues. Each eigenvalue of the shifted matrix, plus `E`, is an eigenvalue of `A`, so the second half of `IsLowestEigenvalue` makes it nonnegative. Semidefiniteness then gives the inequality for every `x`.

`screened_le_first_order` inserts `c`, and `quadratic_le_rowSum` is the row-sum estimate, in which `nlinarith` is given $D_{ij}(x_i-x_j)^2\ge0$. `screening_lowers_energy` combines them, dividing by $v^Tv>0$, and `screening_strictly_lowers` isolates the positive term.

`coulomb_retained` splits the Coulomb matrix into kept and discarded parts, and `coulomb_isSymm` gives its symmetry; `threshold_screening` then bounds the row sums. For the example, `lowest_two_level` adds and subtracts the two eigenvector equations: an eigenvalue below $-a$ would force both coefficients to vanish.
